# The time-ordered propagator of a free Proca field differs from the covariant one by a constant contact term

In a tree-level amplitude for the exchange of a massive vector boson, one replaces the two time orderings of old-fashioned perturbation theory by a single covariant propagator. For a free Proca field of mass m > 0 this replacement leaves a remainder that does not depend on the momentum. The problems below find the remainder, confirm that the covariant part solves the field equation, and test its numerator and the remainder under Lorentz transformations.

## The two time orderings and their ingredients

A vector boson of spatial momentum kv and mass m has energy w = √(|kv|² + m²), in units with ħ = c = 1. It can travel from the first vertex to the second or the other way. The two orderings together give

(1/(2w)) [ N(w, kv)/(k0 − w) − N(−w, kv)/(k0 + w) ],

where k0 is the energy variable, g is the Minkowski metric and

N(q) = −g + q qᵀ/m².

On the mass shell N is the polarisation sum. An overall factor i is left out. `timeOrdered` takes this two-pole formula as its definition; deriving it from the vacuum expectation value of time-ordered fields, with the iε prescription at the poles, is the step that remains between the model and the quantum field.

```lean
import Mathlib

open Matrix

namespace ProcaContactTerm

noncomputable section
```

There are d space dimensions, and vectors have d + 1 components with time as component 0. Spatial component i appears in Lean as `i.succ`. The name `signature` stands for the list of signs on the diagonal of g, not for a count of them.

```lean
/-- The signs (1, -1, ..., -1) of the Minkowski metric in `d` space dimensions. -/
def signature (d : ℕ) : Fin (d + 1) → ℂ := Fin.cons 1 (fun _ => -1)

/-- The Minkowski metric diag(1, -1, ..., -1). -/
def metric (d : ℕ) : Matrix (Fin (d + 1)) (Fin (d + 1)) ℂ :=
  Matrix.diagonal (signature d)
```

The Minkowski square is q·q = q0² − Σ qi². It is a quadratic form with no complex conjugation, even when the momentum has complex components.

```lean
/-- The Minkowski square of a momentum. -/
def minkowskiSq {d : ℕ} (q : Fin (d + 1) → ℂ) : ℂ := ∑ μ, signature d μ * q μ ^ 2
```

The momentum k = (k0, kv) has a real spatial part, while k0 may be complex. The vector e0 is the unit vector along the time axis.

```lean
/-- The momentum with time component `k0` and real spatial part `kv`. -/
def momentum {d : ℕ} (k0 : ℂ) (kv : Fin d → ℝ) : Fin (d + 1) → ℂ :=
  Fin.cons k0 (fun i => (kv i : ℂ))

/-- The unit vector along the time axis. -/
def timeAxis (d : ℕ) : Fin (d + 1) → ℂ := Fin.cons 1 (fun _ => 0)

/-- The energy `w = sqrt(|kv|² + m²)` of a particle of mass `m`. -/
def energy {d : ℕ} (m : ℝ) (kv : Fin d → ℝ) : ℝ := Real.sqrt (∑ i, kv i ^ 2 + m ^ 2)
```

Vectors carry upper indices. `vecMulVec q q` is the matrix q qᵀ.

```lean
/-- The spin-one numerator `N(q) = -g + q qᵀ / m²`, for `m ≠ 0`. -/
def numerator {d : ℕ} (m : ℝ) (q : Fin (d + 1) → ℂ) :
    Matrix (Fin (d + 1)) (Fin (d + 1)) ℂ :=
  -metric d + (1 / (m : ℂ) ^ 2) • vecMulVec q q

/-- The sum of the two time orderings, each with its numerator on the mass shell,
for `m ≠ 0` and `k0 ≠ ±w`. -/
def timeOrdered {d : ℕ} (m : ℝ) (k0 : ℂ) (kv : Fin d → ℝ) :
    Matrix (Fin (d + 1)) (Fin (d + 1)) ℂ :=
  (1 / (2 * (energy m kv : ℂ))) •
    ((1 / (k0 - (energy m kv : ℂ))) • numerator m (momentum (energy m kv : ℂ) kv)
      - (1 / (k0 + (energy m kv : ℂ))) • numerator m (momentum (-(energy m kv : ℂ)) kv))
```

The covariant propagator is defined separately, through the Minkowski square and without reference to w.

```lean
/-- The covariant propagator `N(q) / (q·q - m²)`, for `m ≠ 0` and `q·q ≠ m²`. -/
def covariant {d : ℕ} (m : ℝ) (q : Fin (d + 1) → ℂ) :
    Matrix (Fin (d + 1)) (Fin (d + 1)) ℂ :=
  (1 / (minkowskiSq q - (m : ℂ) ^ 2)) • numerator m q
```

The last two definitions are a matrix built from e0 and the mass, written C below, and the Proca wave operator in momentum space. The latter has lower indices, hence the factors of g around q qᵀ.

```lean
/-- The contact term `e0 e0ᵀ / m²`, for `m ≠ 0`. -/
def contact (d : ℕ) (m : ℝ) : Matrix (Fin (d + 1)) (Fin (d + 1)) ℂ :=
  (1 / (m : ℂ) ^ 2) • vecMulVec (timeAxis d) (timeAxis d)

/-- The Proca wave operator in momentum space, `-(q·q - m²) g + (g q)(g q)ᵀ`. -/
def waveOperator {d : ℕ} (m : ℝ) (q : Fin (d + 1) → ℂ) :
    Matrix (Fin (d + 1)) (Fin (d + 1)) ℂ :=
  (-(minkowskiSq q - (m : ℂ) ^ 2)) • metric d + metric d * vecMulVec q q * metric d
```

## (a) Factoring the covariant denominator

Show that the covariant denominator is the product of the two energy denominators:

k·k − m² = (k0 − w)(k0 + w).

**Solution.** Separate the time component in the Minkowski square and use w² = |kv|² + m²:

k·k − m² = k0² − |kv|² − m² = k0² − w² = (k0 − w)(k0 + w).

```lean
/-- The covariant denominator factors into the two energy denominators:
`k·k - m² = (k0 - w)(k0 + w)`. -/
theorem denominator_factors {d : ℕ} (m : ℝ) (k0 : ℂ) (kv : Fin d → ℝ) :
    minkowskiSq (momentum k0 kv) - (m : ℂ) ^ 2
      = (k0 - (energy m kv : ℂ)) * (k0 + (energy m kv : ℂ)) := by
  have hr : energy m kv ^ 2 = ∑ i, kv i ^ 2 + m ^ 2 :=
    Real.sq_sqrt (add_nonneg (Finset.sum_nonneg fun i _ => sq_nonneg (kv i)) (sq_nonneg m))
  have h : (energy m kv : ℂ) ^ 2 = ∑ i, (kv i : ℂ) ^ 2 + (m : ℂ) ^ 2 := by
    rw [← Complex.ofReal_pow, hr]
    simp
  simp only [minkowskiSq, Fin.sum_univ_succ, signature, momentum, Fin.cons_zero,
    Fin.cons_succ, neg_mul, one_mul, Finset.sum_neg_distrib]
  linear_combination h
```

The theorem holds for every real m and complex k0. In the proof, `hr` squares the root, which is allowed because its argument is non-negative, and `h` carries the result to the complex numbers. `Fin.sum_univ_succ` splits off the time component, and `linear_combination h` inserts the dispersion relation.

## (b) Adding the two time orderings

For m > 0 and k0² ≠ w², show that

(1/(2w)) [ N(w, kv)/(k0 − w) − N(−w, kv)/(k0 + w) ] = N(k)/(k·k − m²) − e0 e0ᵀ/m².

**Solution.** Write D = k0² − w², which equals k·k − m² by (a). Three partial-fraction sums are needed:

(1/(2w)) [ 1/(k0 − w) − 1/(k0 + w) ] = 1/D

(1/(2w)) [ w/(k0 − w) + w/(k0 + w) ] = k0/D

(1/(2w)) [ w²/(k0 − w) − w²/(k0 + w) ] = w²/D = k0²/D − 1.

The metric term in N is the same in both orderings, so the first sum turns it into −g/D. The term q qᵀ/m² is treated by components.

- Space-space: ki kj is common to both orderings and gives ki kj/(m² D).
- Time-space: the entries are w ki and −w ki. The second sum gives k0 ki/(m² D).
- Time-time: both entries are w². The third sum gives k0²/(m² D) − 1/m².

All entries agree with N(k)/D except the time-time entry, which has the extra −1/m². This is the contact term, C = e0 e0ᵀ/m², entering with a minus sign.

```lean
/-- For `m > 0` and `k0² ≠ w²`, the time-ordered Proca expression is the covariant
propagator minus the contact term `e0 e0ᵀ / m²`. -/
theorem timeOrdered_eq_covariant_sub_contact {d : ℕ} {m : ℝ} (hm : 0 < m) (k0 : ℂ)
    (kv : Fin d → ℝ) (hk : k0 ^ 2 ≠ (energy m kv : ℂ) ^ 2) :
    timeOrdered m k0 kv = covariant m (momentum k0 kv) - contact d m := by
  have hmc : (m : ℂ) ≠ 0 := Complex.ofReal_ne_zero.mpr hm.ne'
  have hpos : 0 < energy m kv := Real.sqrt_pos.mpr
    (add_pos_of_nonneg_of_pos (Finset.sum_nonneg fun i _ => sq_nonneg (kv i)) (pow_pos hm 2))
  have hw : (energy m kv : ℂ) ≠ 0 := Complex.ofReal_ne_zero.mpr hpos.ne'
  have h1 : k0 - (energy m kv : ℂ) ≠ 0 := fun h =>
    hk (by linear_combination (k0 + (energy m kv : ℂ)) * h)
  have h2 : k0 + (energy m kv : ℂ) ≠ 0 := fun h =>
    hk (by linear_combination (k0 - (energy m kv : ℂ)) * h)
  unfold timeOrdered covariant contact
  rw [denominator_factors]
  generalize (energy m kv : ℂ) = w at hw h1 h2 ⊢
  -- partial fractions, separately for time and space components
  ext μ ν
  simp only [numerator, Matrix.sub_apply, Matrix.smul_apply, Matrix.add_apply,
    Matrix.neg_apply, vecMulVec_apply, smul_eq_mul]
  generalize metric d μ ν = g
  refine Fin.cases ?_ (fun i => ?_) μ <;> refine Fin.cases ?_ (fun j => ?_) ν <;>
    simp only [momentum, timeAxis, Fin.cons_zero, Fin.cons_succ] <;>
    field_simp <;> ring
```

The hypothesis `hk` keeps k0 away from both poles; `h1` and `h2` extract the two non-zero denominators from it. Positivity of m makes w non-zero. After `denominator_factors` has rewritten the covariant denominator, `generalize` replaces the energy by an arbitrary non-zero number, since the dispersion relation has done its work. The two uses of `Fin.cases` produce the component cases above, and `field_simp` with `ring` performs the partial fractions.

Being independent of k, the contact term is local in space and time. When the field couples linearly to a current J that does not itself contain the field, the canonical Hamiltonian also contains the instantaneous interaction (J⁰)²/(2m²), which compensates it; that cancellation is standard field theory and is not proved here.

## (c) Inverting the Proca operator

For m ≠ 0 and q·q ≠ m², show that the covariant propagator solves the field equation with a unit source:

[ −(q·q − m²) g + (g q)(g q)ᵀ ] · N(q)/(q·q − m²) = 1.

**Solution.** Put Q = q qᵀ and t = q·q. Then g² = 1 and Q g Q = t Q, because the inner factor qᵀ g q is the number t. Multiply out:

[ −(t − m²) g + g Q g ] [ −g + Q/m² ]
= (t − m²) 1 − ((t − m²)/m²) g Q − g Q + (t/m²) g Q.

The coefficient of g Q is

−(t − m²)/m² − 1 + t/m² = 0.

Only (t − m²) 1 remains, and division by t − m² gives the identity matrix.

```lean
/-- For `m ≠ 0` and off the mass shell, the covariant propagator inverts the Proca
wave operator. -/
theorem waveOperator_mul_covariant {d : ℕ} {m : ℝ} (hm : m ≠ 0) (q : Fin (d + 1) → ℂ)
    (hq : minkowskiSq q ≠ (m : ℂ) ^ 2) : waveOperator m q * covariant m q = 1 := by
  have hs : ∀ i, signature d i * signature d i = 1 := fun i => by
    refine Fin.cases ?_ (fun j => ?_) i <;> simp [signature]
  have hG : metric d * metric d = 1 := by
    simp [metric, Matrix.diagonal_mul_diagonal, hs]
  have hQ : vecMulVec q q * metric d * vecMulVec q q = minkowskiSq q • vecMulVec q q := by
    ext i j
    rw [Matrix.mul_apply]
    simp only [metric, Matrix.mul_diagonal, vecMulVec_apply, Matrix.smul_apply,
      smul_eq_mul, minkowskiSq, Finset.sum_mul]
    exact Finset.sum_congr rfl fun l _ => by ring
  have ha : 1 / (m : ℂ) ^ 2 * (m : ℂ) ^ 2 = 1 :=
    one_div_mul_cancel (pow_ne_zero 2 (Complex.ofReal_ne_zero.mpr hm))
  have hN : waveOperator m q * numerator m q = (minkowskiSq q - (m : ℂ) ^ 2) • 1 := by
    unfold waveOperator numerator
    generalize vecMulVec q q = Q at hQ ⊢
    generalize metric d = G at hG hQ ⊢
    generalize minkowskiSq q = t at hQ ⊢
    generalize 1 / (m : ℂ) ^ 2 = a at ha ⊢
    have expand : ((-(t - (m : ℂ) ^ 2)) • G + G * Q * G) * (-G + a • Q)
        = (t - (m : ℂ) ^ 2) • (G * G) - ((t - (m : ℂ) ^ 2) * a) • (G * Q)
          - G * Q * (G * G) + a • (G * (Q * G * Q)) := by
      simp only [add_mul, mul_add, smul_mul_assoc, mul_smul_comm, mul_neg, mul_assoc]
      module
    rw [expand, hG, hQ, mul_one, mul_smul_comm]
    -- the longitudinal terms cancel
    have hc : a * t - (t - (m : ℂ) ^ 2) * a - 1 = 0 := by linear_combination ha
    linear_combination (norm := module) hc • (G * Q)
  rw [covariant, mul_smul_comm, hN, smul_smul,
    one_div_mul_cancel (sub_ne_zero.mpr hq), one_smul]
```

Here q is any complex vector off the mass shell. `hG` and `hQ` are the two matrix relations, and `expand` is the multiplication with the order of the factors kept. `hc` is the vanishing coefficient, with `a` for 1/m². `hN` collects the product before the final division.

## (d) Transforming the numerator

Let Λ satisfy Λ g Λᵀ = g. Show that N transforms as a tensor with two upper indices:

N(Λq) = Λ N(q) Λᵀ.

**Solution.** Since (Λq)(Λq)ᵀ = Λ q qᵀ Λᵀ,

N(Λq) = −g + Λ q qᵀ Λᵀ/m² = −Λ g Λᵀ + Λ q qᵀ Λᵀ/m² = Λ N(q) Λᵀ.

```lean
/-- The numerator transforms as a tensor under every `Λ` with `Λ g Λᵀ = g`. -/
theorem numerator_covariant {d : ℕ} (m : ℝ) (q : Fin (d + 1) → ℂ)
    (Λ : Matrix (Fin (d + 1)) (Fin (d + 1)) ℂ) (hΛ : Λ * metric d * Λᵀ = metric d) :
    numerator m (Λ *ᵥ q) = Λ * numerator m q * Λᵀ := by
  simp only [numerator, mul_add, add_mul, mul_neg, neg_mul, hΛ, mul_smul_comm,
    smul_mul_assoc, Matrix.mul_vecMulVec, Matrix.vecMulVec_mul, Matrix.vecMul_transpose]
```

The matrices Λ may be complex, and real Lorentz transformations are among them. The single `simp` call distributes the products, moves Λ into the outer product and inserts `hΛ`. For the full propagator one also uses the invariance of q·q under Λ.

## (e) Matrices that preserve the contact term

For m ≠ 0 and any complex matrix Λ, show that

Λ C Λᵀ = C if and only if Λ00² = 1 and Λi0 = 0 for every spatial i.

**Solution.** Let c = Λ e0, which is the time column of Λ. Then

Λ C Λᵀ = c cᵀ/m².

If this equals C, the diagonal entries give c0² = 1 and ci² = 0, so ci = 0 for every spatial i. Conversely, if these conditions hold, then c = c0 e0 and c cᵀ = c0² e0 e0ᵀ = e0 e0ᵀ.

```lean
/-- For `m ≠ 0`, a matrix `Λ` leaves the contact term unchanged exactly when it maps the
time axis to itself up to a sign. -/
theorem contact_invariant_iff {d : ℕ} {m : ℝ} (hm : m ≠ 0)
    (Λ : Matrix (Fin (d + 1)) (Fin (d + 1)) ℂ) :
    Λ * contact d m * Λᵀ = contact d m ↔ Λ 0 0 ^ 2 = 1 ∧ ∀ i : Fin d, Λ i.succ 0 = 0 := by
  have hc : 1 / (m : ℂ) ^ 2 ≠ 0 :=
    one_div_ne_zero (pow_ne_zero 2 (Complex.ofReal_ne_zero.mpr hm))
  have hcol : Λ *ᵥ timeAxis d = fun i => Λ i 0 := by
    ext i
    simp [Matrix.mulVec, dotProduct, Fin.sum_univ_succ, timeAxis]
  have key : Λ * contact d m * Λᵀ
      = (1 / (m : ℂ) ^ 2) • vecMulVec (fun i => Λ i 0) (fun i => Λ i 0) := by
    simp only [contact, mul_smul_comm, smul_mul_assoc, Matrix.mul_vecMulVec,
      Matrix.vecMulVec_mul, Matrix.vecMul_transpose, hcol]
  rw [key]
  constructor
  · intro h
    have entry : ∀ i, Λ i 0 * Λ i 0 = timeAxis d i * timeAxis d i := fun i => by
      have hi := congrFun (congrFun h i) i
      simp only [contact, Matrix.smul_apply, vecMulVec_apply, smul_eq_mul] at hi
      exact mul_left_cancel₀ hc hi
    refine ⟨?_, fun i => ?_⟩
    · have h0 := entry 0
      simp only [timeAxis, Fin.cons_zero] at h0
      linear_combination h0
    · have hi := entry i.succ
      simp only [timeAxis, Fin.cons_succ, mul_zero] at hi
      exact mul_self_eq_zero.mp hi
  · rintro ⟨h0, hi⟩
    ext μ ν
    simp only [contact, Matrix.smul_apply, vecMulVec_apply, smul_eq_mul]
    congr 1
    refine Fin.cases ?_ (fun i => ?_) μ <;> refine Fin.cases ?_ (fun j => ?_) ν <;>
      simp [timeAxis, hi, ← pow_two, h0]
```

The matrix need not preserve the metric. `hcol` identifies the time column and `key` is the displayed formula for Λ C Λᵀ. In the forward direction, `entry` compares diagonal entries after cancelling 1/m²; the reverse direction checks every component. Spatial rotations satisfy the condition, while a boost that mixes time into a spatial direction violates it. For d = 0 there are no spatial directions and only Λ00² = 1 remains.

## (f) A boost that changes the contact term

In one space dimension with m ≠ 0, take the boost

Λ = [[5/4, 3/4], [3/4, 5/4]],

whose speed is 3/5 of the speed of light. Show that

Λ g Λᵀ = g, but Λ C Λᵀ ≠ C.

**Solution.** The diagonal entries of Λ g Λᵀ are 25/16 − 9/16 = 1 and 9/16 − 25/16 = −1. The off-diagonal entries are 15/16 − 15/16 = 0, so the metric is preserved. The time column of Λ is (5/4, 3/4), and therefore

Λ C Λᵀ = (1/m²) [[25/16, 15/16], [15/16, 9/16]],

which differs from C = (1/m²) [[1, 0], [0, 0]].

```lean
/-- In one space dimension and for `m ≠ 0`, the boost with entries 5/4 and 3/4 preserves
the metric but changes the contact term. -/
theorem contact_not_covariant_witness {m : ℝ} (hm : m ≠ 0) :
    (!![5/4, 3/4; 3/4, 5/4] : Matrix (Fin (1 + 1)) (Fin (1 + 1)) ℂ) * metric 1
        * (!![5/4, 3/4; 3/4, 5/4] : Matrix (Fin (1 + 1)) (Fin (1 + 1)) ℂ)ᵀ = metric 1 ∧
    (!![5/4, 3/4; 3/4, 5/4] : Matrix (Fin (1 + 1)) (Fin (1 + 1)) ℂ) * contact 1 m
        * (!![5/4, 3/4; 3/4, 5/4] : Matrix (Fin (1 + 1)) (Fin (1 + 1)) ℂ)ᵀ
      ≠ contact 1 m := by
  constructor
  · have hg : metric 1 = !![1, 0; 0, -1] := by
      ext i j
      fin_cases i <;> fin_cases j <;> simp [metric, signature, Matrix.diagonal]
    rw [hg]
    ext i j
    fin_cases i <;> fin_cases j <;>
      norm_num [Matrix.mul_apply, Fin.sum_univ_succ]
  · intro h
    -- the boost tilts the time axis
    have h1 := ((contact_invariant_iff hm _).mp h).2 0
    norm_num at h1

end

end ProcaContactTerm
```

The first half is an entry-by-entry computation. The second applies `contact_invariant_iff`: an unchanged contact term would force the lower left entry of Λ to vanish, but it is 3/4. The constant matrix C is thus tied to the frame in which the time ordering was made.

```lean
#print axioms ProcaContactTerm.timeOrdered_eq_covariant_sub_contact
#print axioms ProcaContactTerm.waveOperator_mul_covariant
#print axioms ProcaContactTerm.numerator_covariant
```

```
'ProcaContactTerm.timeOrdered_eq_covariant_sub_contact' depends on axioms: [propext, Classical.choice, Quot.sound]
'ProcaContactTerm.waveOperator_mul_covariant' depends on axioms: [propext, Classical.choice, Quot.sound]
'ProcaContactTerm.numerator_covariant' depends on axioms: [propext, Classical.choice, Quot.sound]
```
